# Deflating k dominant eigenvectors of a positive semidefinite matrix leaves a squared Frobenius norm of at most (Tr A)²/(4k)

A stochastic electronic-structure code may need the trace of a large positive semidefinite matrix A that it can only apply to vectors. It averages z†Az over random vectors z, and the large eigenvalues of A can contribute much of the noise. Deflation treats k of the corresponding eigenvectors exactly and samples only the remainder. How much noise can that remainder still carry, if nothing is known about the spectrum beyond its trace?

## The bound on the spectral tail

Let A be an N × N positive semidefinite matrix with eigenvalues numbered from zero, λ_0 ≥ λ_1 ≥ … ≥ λ_(N−1) ≥ 0, and let 1 ≤ k ≤ N. Then

Σ_{i ≥ k} λ_i² ≤ (Tr A)² / (4k).

The left side is the squared Frobenius norm of A after the first k eigenvectors have been projected out. The same bound holds for any set S of k eigenvectors whose eigenvalues are at least as large as all the others, so ties may be broken freely.

## Choosing the number of vectors in a deflated trace estimate

Write B for the remainder. The deflated estimate of Tr A is the sum of the k known eigenvalues plus the average of z†Bz over M independent random vectors. For complex vectors with independent entries of unit modulus and uniform phase, its variance is at most ‖B‖_F²/M, where ‖B‖_F is the Frobenius norm. If Tr A > 0, the tail bound then gives

relative standard deviation ≤ 1 / (2√(kM)).

With k = 100 and M = 25 the right side is 1%, so the relative standard deviation is at most 1%, whatever the spectrum. For real vectors with random signs, the right side grows by a factor of √2. This variance argument is ordinary probability and is not part of the Lean file, which bounds the Frobenius norm.

In stochastic density functional theory, the tail bound applies to the one-particle density matrix of non-interacting Kohn–Sham electrons in a finite orthonormal basis. At zero temperature, if every spin orbital is either filled or empty, that matrix is a projector, and deflating exactly half of its occupied orbitals attains the bound on the Frobenius norm.

## An exact identity for the gap

Let U be the unitary matrix whose columns are eigenvectors of A, and let Λ be the diagonal matrix of eigenvalues, so that AU = UΛ and A = UΛU†. Let D be diagonal, with entry 1 for levels in S and 0 otherwise. The projector onto the deflated levels is P = UDU†, and since U†U = 1,

B = A(1 − P) = UΛU† − UΛDU† = U(Λ − ΛD)U†.

The diagonal matrix E = Λ − ΛD has entry 0 for levels in S and λ_j for j ∉ S. The squared Frobenius norm is Tr BB†, and the cyclic property of the trace removes U:

‖B‖_F² = Tr(U E E† U†) = Tr(E E†) = Σ_{j∉S} λ_j².

In the same way Tr A = Σ_i λ_i. Also U†AU = Λ is positive semidefinite because A is, so every λ_i ≥ 0.

Now let k = |S| ≥ 1 and define

H = Σ_{i∈S} λ_i,  T = Σ_{j∉S} λ_j,  W = Σ_{j∉S} λ_j².

Summing over pairs of one deflated and one remaining level gives

Σ_{i∈S} Σ_{j∉S} λ_j(λ_i − λ_j) = HT − kW,

because the second term does not depend on i and is counted k times. Since (H + T)² = (H − T)² + 4HT,

(H + T)² − 4kW = (H − T)² + 4 Σ_{i∈S} Σ_{j∉S} λ_j(λ_i − λ_j).

The left side is 4k times the gap between the two sides of the bound. On the right, the square is nonnegative. So is each pair term, because λ_j ≥ 0 and λ_i ≥ λ_j. Hence 4kW ≤ (H + T)² = (Tr A)², and division by 4k gives the bound.

Equality requires both parts on the right to vanish. That means H = T, and for every pair either λ_j = 0 or λ_j = λ_i. If A ≠ 0, then H = T > 0, so some remaining eigenvalue is a positive number c. All k deflated eigenvalues then equal c, and H = T forces exactly k remaining eigenvalues to equal c while the others vanish. For A ≠ 0 the bound is therefore attained only by a flat spectrum with 2k equal nonzero levels, half of them deflated. This requires N ≥ 2k; for smaller N the inequality is strict.

## The Lean file

```lean
import Mathlib

open Matrix
open scoped ComplexOrder

namespace StochasticTraceDeflation

noncomputable section

variable {n : Type*} [Fintype n] [DecidableEq n]

/-- The columns of the unitary matrix `U` are eigenvectors of `A` with real eigenvalues `lam`. -/
structure IsEigenbasis (A U : Matrix n n ℂ) (lam : n → ℝ) : Prop where
  unitary : U ∈ Matrix.unitaryGroup n ℂ
  eigen : A * U = U * diagonal (fun i => (lam i : ℂ))

/-- The projector onto the span of the columns of `U` labelled by `S`, for unitary `U`. -/
def levelProjector (U : Matrix n n ℂ) (S : Finset n) : Matrix n n ℂ :=
  U * diagonal (fun i => if i ∈ S then (1 : ℂ) else 0) * Uᴴ

/-- The part of `A` left for stochastic sampling after the levels in `S` are projected out. -/
def deflated (A U : Matrix n n ℂ) (S : Finset n) : Matrix n n ℂ :=
  A * (1 - levelProjector U S)

/-- The squared Frobenius norm: the sum of the squared moduli of all matrix elements. -/
def frobeniusWeight (B : Matrix n n ℂ) : ℝ := ∑ i, ∑ j, ‖B i j‖ ^ 2

/-- Every Hermitian matrix has an eigenbasis, given by its eigenvector matrix and eigenvalues. -/
theorem isEigenbasis_witness {A : Matrix n n ℂ} (hA : A.IsHermitian) :
    IsEigenbasis A (hA.eigenvectorUnitary : Matrix n n ℂ) hA.eigenvalues := by
  refine ⟨hA.eigenvectorUnitary.2, ?_⟩
  ext i j
  have h := congrFun (hA.mulVec_eigenvectorBasis j) i
  rw [Matrix.mul_diagonal, Matrix.mul_apply]
  simpa [Matrix.mulVec, dotProduct, Matrix.IsHermitian.eigenvectorUnitary_apply, mul_comm] using h

/-- A matrix with real eigenvalues `e` in a unitary basis has Frobenius weight `∑ e i ^ 2`. -/
theorem frobeniusWeight_spectral {U : Matrix n n ℂ} (hU : U ∈ Matrix.unitaryGroup n ℂ)
    (e : n → ℝ) :
    frobeniusWeight (U * diagonal (fun i => (e i : ℂ)) * Uᴴ) = ∑ i, e i ^ 2 := by
  have h2 : Uᴴ * U = 1 := Matrix.mem_unitaryGroup_iff'.mp hU
  -- the Frobenius weight is the trace of B Bᴴ
  have hF : ∀ B : Matrix n n ℂ, ((frobeniusWeight B : ℝ) : ℂ) = (B * Bᴴ).trace := by
    intro B
    simp only [frobeniusWeight, Matrix.trace, Matrix.diag_apply, Matrix.mul_apply,
      Matrix.conjTranspose_apply, Complex.ofReal_sum]
    refine Finset.sum_congr rfl fun i _ => Finset.sum_congr rfl fun j _ => ?_
    rw [Complex.star_def, Complex.mul_conj, Complex.normSq_eq_norm_sq]
  have hB : ∀ E : Matrix n n ℂ, (U * E * Uᴴ) * (U * E * Uᴴ)ᴴ = U * (E * Eᴴ) * Uᴴ := by
    intro E
    rw [conjTranspose_mul, conjTranspose_mul, conjTranspose_conjTranspose]
    calc U * E * Uᴴ * (U * (Eᴴ * Uᴴ)) = U * E * (Uᴴ * U) * Eᴴ * Uᴴ := by noncomm_ring
      _ = U * (E * Eᴴ) * Uᴴ := by rw [h2]; noncomm_ring
  apply Complex.ofReal_injective
  rw [hF, hB, Matrix.trace_mul_comm, ← mul_assoc, h2, one_mul, diagonal_conjTranspose,
    diagonal_mul_diagonal, trace_diagonal, Complex.ofReal_sum]
  refine Finset.sum_congr rfl fun i _ => ?_
  simp [sq]

/-- The Frobenius weight left after deflation is the sum of the squared remaining eigenvalues. -/
theorem frobeniusWeight_deflated {A U : Matrix n n ℂ} {lam : n → ℝ}
    (h : IsEigenbasis A U lam) (S : Finset n) :
    frobeniusWeight (deflated A U S) = ∑ j ∈ Sᶜ, lam j ^ 2 := by
  have h1 : U * Uᴴ = 1 := Matrix.mem_unitaryGroup_iff.mp h.unitary
  let L : Matrix n n ℂ := diagonal (fun i => (lam i : ℂ))
  let D : Matrix n n ℂ := diagonal (fun i => if i ∈ S then (1 : ℂ) else 0)
  have hAU : A * U = U * L := h.eigen
  have hE : L - L * D = diagonal (fun i => ((if i ∈ S then 0 else lam i : ℝ) : ℂ)) := by
    ext i j
    by_cases hij : i = j
    · subst hij
      by_cases hi : i ∈ S <;> simp [L, D, hi]
    · simp [L, D, hij]
  have hdef : deflated A U S = U * (L - L * D) * Uᴴ := by
    calc A * (1 - U * D * Uᴴ) = A * (U * Uᴴ) - A * U * D * Uᴴ := by rw [h1]; noncomm_ring
      _ = U * (L - L * D) * Uᴴ := by rw [← mul_assoc A U, hAU]; noncomm_ring
  rw [hdef, hE, frobeniusWeight_spectral h.unitary, ← Finset.sum_add_sum_compl S]
  have hz : ∑ i ∈ S, (if i ∈ S then 0 else lam i) ^ 2 = 0 :=
    Finset.sum_eq_zero fun i hi => by simp [hi]
  rw [hz, zero_add]
  exact Finset.sum_congr rfl fun i hi => by simp [Finset.mem_compl.mp hi]

/-- The trace is the sum of the eigenvalues. -/
theorem trace_eq_sum {A U : Matrix n n ℂ} {lam : n → ℝ} (h : IsEigenbasis A U lam) :
    A.trace = ((∑ i, lam i : ℝ) : ℂ) := by
  have h1 : U * Uᴴ = 1 := Matrix.mem_unitaryGroup_iff.mp h.unitary
  have h2 : Uᴴ * U = 1 := Matrix.mem_unitaryGroup_iff'.mp h.unitary
  have hA : A = U * diagonal (fun i => (lam i : ℂ)) * Uᴴ := by
    rw [← h.eigen, mul_assoc, h1, mul_one]
  rw [hA, Matrix.trace_mul_comm, ← mul_assoc, h2, one_mul, trace_diagonal, Complex.ofReal_sum]

/-- The gap in the deflation bound, multiplied by `4 |S|`, is the squared imbalance between deflated
and remaining eigenvalue sums plus a sum over pairs of one deflated and one remaining level. -/
theorem deflation_gap (lam : n → ℝ) (S : Finset n) :
    (∑ i, lam i) ^ 2 - 4 * (S.card : ℝ) * ∑ j ∈ Sᶜ, lam j ^ 2 =
      (∑ i ∈ S, lam i - ∑ j ∈ Sᶜ, lam j) ^ 2 +
        4 * ∑ i ∈ S, ∑ j ∈ Sᶜ, lam j * (lam i - lam j) := by
  have h1 : ∑ i ∈ S, ∑ j ∈ Sᶜ, lam j * (lam i - lam j) =
      (∑ i ∈ S, lam i) * (∑ j ∈ Sᶜ, lam j) - (S.card : ℝ) * ∑ j ∈ Sᶜ, lam j ^ 2 := by
    rw [Finset.sum_mul_sum]
    simp only [mul_sub, Finset.sum_sub_distrib, Finset.sum_const, nsmul_eq_mul]
    congr 1
    · exact Finset.sum_congr rfl fun i _ => Finset.sum_congr rfl fun j _ => mul_comm _ _
    · simp only [sq]
  rw [h1, ← Finset.sum_add_sum_compl S lam]
  ring

/-- For positive semidefinite `A`, each pair term in the gap is nonnegative when the deflated
eigenvalues dominate the remaining ones. -/
theorem pair_nonneg {A U : Matrix n n ℂ} {lam : n → ℝ} (hA : A.PosSemidef)
    (h : IsEigenbasis A U lam) {S : Finset n} (hdom : ∀ i ∈ S, ∀ j ∉ S, lam j ≤ lam i) :
    ∀ i ∈ S, ∀ j ∈ Sᶜ, 0 ≤ lam j * (lam i - lam j) := by
  have h2 : Uᴴ * U = 1 := Matrix.mem_unitaryGroup_iff'.mp h.unitary
  have hp := hA.conjTranspose_mul_mul_same U
  rw [mul_assoc, h.eigen, ← mul_assoc, h2, one_mul, Matrix.posSemidef_diagonal_iff] at hp
  intro i hi j hj
  exact mul_nonneg (Complex.zero_le_real.mp (hp j))
    (sub_nonneg.mpr (hdom i hi j (Finset.mem_compl.mp hj)))

/-- Deflating a nonempty set `S` of dominant eigenvectors of a positive semidefinite matrix
leaves a Frobenius weight of at most `(Tr A)² / (4 |S|)`. -/
theorem deflated_weight_le {A U : Matrix n n ℂ} {lam : n → ℝ} (hA : A.PosSemidef)
    (h : IsEigenbasis A U lam) {S : Finset n} (hS : S.Nonempty)
    (hdom : ∀ i ∈ S, ∀ j ∉ S, lam j ≤ lam i) :
    frobeniusWeight (deflated A U S) ≤ A.trace.re ^ 2 / (4 * (S.card : ℝ)) := by
  have hc : (0 : ℝ) < S.card := by exact_mod_cast hS.card_pos
  have hD := Finset.sum_nonneg fun i hi => Finset.sum_nonneg (pair_nonneg hA h hdom i hi)
  rw [frobeniusWeight_deflated h, trace_eq_sum h, Complex.ofReal_re, le_div_iff₀ (by positivity)]
  linarith [deflation_gap lam S, sq_nonneg (∑ i ∈ S, lam i - ∑ j ∈ Sᶜ, lam j)]

/-- For positive semidefinite `A` with eigenvalues in decreasing order, the squares of those beyond
the first `k` sum to at most `(Tr A)² / (4 k)`. -/
theorem sorted_tail_le {N k : ℕ} {A U : Matrix (Fin N) (Fin N) ℂ} {lam : Fin N → ℝ}
    (hA : A.PosSemidef) (h : IsEigenbasis A U lam) (hlam : Antitone lam)
    (hk : 1 ≤ k) (hkN : k ≤ N) :
    ∑ i ∈ Finset.univ.filter (fun i : Fin N => k ≤ (i : ℕ)), lam i ^ 2 ≤
      A.trace.re ^ 2 / (4 * (k : ℝ)) := by
  let S : Finset (Fin N) := Finset.univ.filter (fun i : Fin N => (i : ℕ) < k)
  have hmem : ∀ i, i ∈ S ↔ (i : ℕ) < k := fun i => by simp [S]
  have hmap : S = Finset.univ.map (Fin.castLEEmb hkN) := by
    ext i
    simp only [hmem, Finset.mem_map, Finset.mem_univ, true_and]
    constructor
    · intro hi
      exact ⟨⟨i, hi⟩, rfl⟩
    · rintro ⟨a, rfl⟩
      exact a.2
  have hcard : S.card = k := by rw [hmap, Finset.card_map, Finset.card_univ, Fintype.card_fin]
  have hcompl : Sᶜ = Finset.univ.filter (fun i : Fin N => k ≤ (i : ℕ)) := by
    ext i
    simp [hmem]
  have hb := deflated_weight_le hA h (S := S) (Finset.card_pos.mp (by omega))
    (fun i hi j hj => hlam (by
      rw [hmem] at hi hj
      exact Fin.le_def.mpr (by omega)))
  rwa [frobeniusWeight_deflated h, hcompl, hcard] at hb

/-- For positive semidefinite `A` and a nonempty set `S` of dominant eigenvectors, the bound of
`deflated_weight_le` is attained exactly when deflated and remaining eigenvalues have equal sums and
each remaining eigenvalue is zero or equal to every deflated one. -/
theorem deflated_weight_eq_iff {A U : Matrix n n ℂ} {lam : n → ℝ} (hA : A.PosSemidef)
    (h : IsEigenbasis A U lam) {S : Finset n} (hS : S.Nonempty)
    (hdom : ∀ i ∈ S, ∀ j ∉ S, lam j ≤ lam i) :
    frobeniusWeight (deflated A U S) = A.trace.re ^ 2 / (4 * (S.card : ℝ)) ↔
      ∑ i ∈ S, lam i = ∑ j ∈ Sᶜ, lam j ∧
        ∀ i ∈ S, ∀ j ∉ S, lam j = 0 ∨ lam j = lam i := by
  have hc : (0 : ℝ) < S.card := by exact_mod_cast hS.card_pos
  have hp := pair_nonneg hA h hdom
  have hD := Finset.sum_nonneg fun i hi => Finset.sum_nonneg (hp i hi)
  have hg := deflation_gap lam S
  have hsq := sq_nonneg (∑ i ∈ S, lam i - ∑ j ∈ Sᶜ, lam j)
  rw [frobeniusWeight_deflated h, trace_eq_sum h, Complex.ofReal_re, eq_div_iff (by positivity)]
  constructor
  · intro e
    -- both nonnegative parts of the gap vanish
    have hH : (∑ i ∈ S, lam i - ∑ j ∈ Sᶜ, lam j) ^ 2 = 0 := by linarith
    have h0 : ∑ i ∈ S, ∑ j ∈ Sᶜ, lam j * (lam i - lam j) = 0 := by linarith
    refine ⟨sub_eq_zero.mp (pow_eq_zero_iff two_ne_zero |>.mp hH), fun i hi j hj => ?_⟩
    have hi0 := (Finset.sum_eq_zero_iff_of_nonneg
      fun i hi => Finset.sum_nonneg (hp i hi)).mp h0 i hi
    have hij := (Finset.sum_eq_zero_iff_of_nonneg (hp i hi)).mp hi0 j (Finset.mem_compl.mpr hj)
    exact (mul_eq_zero.mp hij).imp id fun hz => (sub_eq_zero.mp hz).symm
  · rintro ⟨hH, hz⟩
    have h0 : ∑ i ∈ S, ∑ j ∈ Sᶜ, lam j * (lam i - lam j) = 0 := by
      refine Finset.sum_eq_zero fun i hi => Finset.sum_eq_zero fun j hj => ?_
      rcases hz i hi j (Finset.mem_compl.mp hj) with hj0 | hji
      · rw [hj0, zero_mul]
      · rw [hji, sub_self, mul_zero]
    rw [h0, hH] at hg
    linarith

/-- The identity matrix with exactly half of its levels deflated attains the bound. -/
theorem identity_attains_bound {S : Finset n} (hS : S.Nonempty) (hhalf : S.card = Sᶜ.card) :
    frobeniusWeight (deflated (1 : Matrix n n ℂ) 1 S) =
      (1 : Matrix n n ℂ).trace.re ^ 2 / (4 * (S.card : ℝ)) := by
  have h : IsEigenbasis (1 : Matrix n n ℂ) 1 (fun _ => 1) := ⟨one_mem _, by simp⟩
  refine (deflated_weight_eq_iff Matrix.PosSemidef.one h hS fun _ _ _ _ => le_rfl).mpr
    ⟨?_, fun _ _ _ _ => Or.inr rfl⟩
  rw [Finset.sum_const, Finset.sum_const, hhalf]

end

end StochasticTraceDeflation
```

```lean
#print axioms StochasticTraceDeflation.deflated_weight_le
-- 'StochasticTraceDeflation.deflated_weight_le' depends on axioms: [propext, Classical.choice, Quot.sound]
#print axioms StochasticTraceDeflation.sorted_tail_le
-- 'StochasticTraceDeflation.sorted_tail_le' depends on axioms: [propext, Classical.choice, Quot.sound]
#print axioms StochasticTraceDeflation.identity_attains_bound
-- 'StochasticTraceDeflation.identity_attains_bound' depends on axioms: [propext, Classical.choice, Quot.sound]
```

## How the definitions represent the deflated matrix

The structure `IsEigenbasis A U lam` says that `U` is unitary and that its columns are eigenvectors of `A` with real eigenvalues `lam`. Such data exist for every Hermitian matrix, by `isEigenbasis_witness`. The projector P is `levelProjector U S`, the remainder B is `deflated A U S`, and `frobeniusWeight` is the squared norm, without a square root.

The main theorem, `deflated_weight_le`, takes a positive semidefinite `A`, an eigenbasis, a nonempty `S` and the dominance condition `hdom`: no remaining eigenvalue exceeds a deflated one. Its conclusion uses `A.trace.re` because the trace of a complex matrix has complex type; `trace_eq_sum` shows that the trace here is real.

In `sorted_tail_le` the levels are labelled by `Fin N`, which counts from zero, and `Antitone lam` puts the eigenvalues in decreasing order. The tail therefore starts at index `k`. The case `k = N` is allowed and has an empty tail.

## How the proof follows the algebra

`frobeniusWeight_spectral` rewrites the squared norm as the trace of BB† and cancels the unitary factors. `frobeniusWeight_deflated` brings the remainder to the form U(Λ − ΛD)U† and applies that result, which leaves the sum over the complement `Sᶜ`.

`deflation_gap` is the identity for the gap. It expands the product HT as a double sum, and `ring` finishes the algebra. It holds for any real numbers `lam`; positivity and dominance enter only in `pair_nonneg`, which obtains λ_j ≥ 0 from U†AU. In `deflated_weight_le` the denominator is cleared, and `linarith` combines the identity with its two nonnegative parts.

`sorted_tail_le` takes `S` to be the first `k` indices, checks that there are `k` of them, and reads dominance off the ordering. For equality, `deflated_weight_eq_iff` uses the fact that a sum of nonnegative terms vanishes only if each term does. `identity_attains_bound` applies this criterion to the identity matrix with half its levels deflated, so the factor 1/4 cannot be replaced by a smaller constant valid for all matrices.

## Exact eigenvectors and an orthonormal basis

The theorems concern exact eigenvectors of a finite matrix in exact arithmetic. Ritz vectors from an unconverged Lanczos or subspace iteration do not satisfy `IsEigenbasis`, so the theorems give no bound on the remainder that they leave. The dominance condition is also assumed: an eigensolver that misses a large eigenvalue can leave a remainder that violates the bound.

The Frobenius norm and the trace are those of an orthonormal basis. With overlapping atomic orbitals, the theorem still holds for a positive semidefinite coefficient matrix, but the trace and norm of that matrix are in general not those of the operator it represents. Transforming to an orthonormal basis first gives the bound for the operator. Indefinite matrices, such as a Hamiltonian with levels on both sides of the energy zero, are not covered. For them the trace can vanish while the remainder does not.

The bound uses only the trace and k, so it can be far from the true remainder when the spectrum decays quickly. For a single nonzero eigenvalue and k = 1, the remainder is zero while the bound is (Tr A)²/4.
